# With fixed surface parameter a > 0, the Fermi charge density has an rms radius above √12·a

## Charge on two shells

Put a charge q₁ on a thin spherical shell of radius 1 and a charge q₂ on a shell of radius 2, both positive. The mean square radius is

(q₁ + 4q₂)/(q₁ + q₂) = 1 + 3/(1 + q₁/q₂).

It depends only on the ratio q₂/q₁ and grows with it. Moving weight outwards, in the sense of raising the outer charge relative to the inner one, increases the mean square radius.

The same holds for a continuous density if the ratio rises for every pair of radii. In the Fermi model, increasing the half-density parameter c at a fixed surface parameter a > 0 does exactly this. Every Fermi density also has a larger outer-to-inner ratio than the exponential exp(−r/a), whose mean square radius is 12a². These two comparisons give the monotonicity and the lower bound below.

## The Fermi model of a nucleus

A finite nucleus in a four-component calculation can be described by the spherical charge density

ρ_c(r) = 1/(1 + exp((r − c)/a)),

up to normalisation. Here r is the distance from the centre and a > 0 sets the thickness of the surface. The parameter c is the radius at which the expression equals 1/2, if c is positive. For negative c the formula still defines a density, but the value 1/2 is not reached at any r > 0.

Write the radial moment of order n of a density ρ as

Mₙ[ρ] = ∫₀^∞ rⁿ ρ(r) dr.

The volume element supplies 4πr², so the mean square radius is

⟨r²⟩ = M₄[ρ]/M₂[ρ].

The factor 4π and any normalisation constant cancel. The density of a nucleus with total charge Q is Qρ_c(r)/(4πM₂[ρ_c]), and it has the same mean square radius.

One way to use the model is to keep a fixed and adjust c to a given rms radius. For this two-parameter density with a held fixed, the adjustment has no solution if the rms radius of the nucleus is at most √12·a; such a nucleus needs a smaller a or another charge model.

## What the three theorems say

In the Lean file, `fermi a c r` is ρ_c(r), `moment ρ n` is Mₙ[ρ], and `meanSq ρ` is the quotient of the fourth and second moments. The set `Ioi 0` is the half-line r > 0. All quantities are real numbers, with a, c and r in the same unit of length.

- `fermi_meanSq_strictMono`: for a > 0, the mean square radius is strictly increasing as a function of c on the whole real line.
- `twelve_lt_fermi_meanSq`: for a > 0 and every real c, it exceeds 12a².
- `no_fermi_radius`: if a > 0 and R ≤ √12·a, no real c gives the rms radius R.

By the first theorem, at most one c fits a given rms radius. The theorems do not say that such a c exists for every radius above √12·a. If only c ≥ 0 is admitted, monotonicity makes the smallest available radius the one at c = 0, which already lies above √12·a. The results concern the charge density alone and say nothing about electronic energies.

The sign of a matters. Take a = −1. The density then tends to 1 at large r, and its second and fourth moments diverge, so there is no mean square radius. Lean gives a divergent integral the value zero and sets 0/0 = 0, so `meanSq` is zero for every c. It is neither strictly increasing nor greater than 12. Hence a ≠ 0 would not suffice as the hypothesis of the first two theorems.

## Derivation

**The exponential density.** Substituting r = at gives

∫₀^∞ rⁿ exp(−r/a) dr = aⁿ⁺¹ ∫₀^∞ tⁿ exp(−t) dt = n!·aⁿ⁺¹.

Its mean square radius is therefore 24a⁵/(2a³) = 12a².

**Convergence for the Fermi density.** Leaving out the 1 in the denominator gives

ρ_c(r) < exp(−(r − c)/a) = exp(c/a)·exp(−r/a).

Every moment of ρ_c is thus bounded by a multiple of an exponential moment.

**Comparison of two densities.** Let ρ and σ be positive on r > 0 with convergent moments, and let σ/ρ be strictly increasing. Without fractions, this means

σ(r)ρ(s) < σ(s)ρ(r) for 0 < r < s.

Let p > 0 be the rms radius of ρ, so that M₄[ρ] = p²M₂[ρ]. Consider

F(r) = r²(r² − p²)(σ(r)ρ(p) − σ(p)ρ(r)).

For r < p both brackets are negative, and for r > p both are positive. So F is positive except at r = p, where it vanishes, and its integral is positive. Expanding the integral gives

0 < ρ(p)(M₄[σ] − p²M₂[σ]) − σ(p)(M₄[ρ] − p²M₂[ρ]).

The last bracket is zero by the choice of p. Dividing by ρ(p) and by M₂[σ], both positive, leaves M₄[σ]/M₂[σ] > p². The density σ has the larger mean square radius.

**Monotonicity in c.** Let c < d, and take ρ = ρ_c and σ = ρ_d. For r < s the condition to check is

(1 + exp((s − d)/a))(1 + exp((r − c)/a)) < (1 + exp((r − d)/a))(1 + exp((s − c)/a)).

When the products are expanded, the constants agree, and so do the products of two exponentials. The right side minus the left side is

(exp(s/a) − exp(r/a))(exp(−c/a) − exp(−d/a)),

which is positive because r < s and c < d.

**The lower bound.** Now take ρ(r) = exp(−r/a) and σ = ρ_c. Their ratio is

σ(r)/ρ(r) = 1/(exp(−r/a) + exp(−c/a)).

The denominator decreases with r, so the ratio increases strictly. The comparison gives ⟨r²⟩ > 12a² for ρ_c. Taking square roots gives an rms radius above √12·a, which excludes every R ≤ √12·a.

## The Lean file

```lean
import Mathlib

open MeasureTheory Set Filter

namespace FermiNucleus

noncomputable section

/-- The Fermi charge density (up to normalisation) with half-density parameter `c` and surface
parameter `a > 0`. -/
def fermi (a c r : ℝ) : ℝ := 1 / (1 + Real.exp ((r - c) / a))

/-- The radial moment of order `n` of a density: the integral of `r ^ n * ρ r` over `r > 0`. -/
def moment (ρ : ℝ → ℝ) (n : ℕ) : ℝ := ∫ r in Ioi (0 : ℝ), r ^ n * ρ r

/-- The mean square radius of a spherical density, for densities whose second and fourth
radial moments converge and whose second moment is not zero. -/
def meanSq (ρ : ℝ → ℝ) : ℝ := moment ρ 4 / moment ρ 2

/-- An integrable function on the half-line `r > 0` that is positive except perhaps at one
point, where it is nonnegative, has a positive integral. -/
theorem integral_pos_off_point {F : ℝ → ℝ} {p : ℝ} (hF : IntegrableOn F (Ioi 0))
    (hpos : ∀ r, 0 < r → r ≠ p → 0 < F r) (h0 : 0 ≤ F p) :
    0 < ∫ r in Ioi (0 : ℝ), F r := by
  have hnn : 0 ≤ᵐ[volume.restrict (Ioi (0 : ℝ))] F :=
    (ae_restrict_iff' measurableSet_Ioi).2 (Eventually.of_forall fun r hr => by
      show (0 : ℝ) ≤ F r
      rcases eq_or_ne r p with h | h
      · rw [h]; exact h0
      · exact (hpos r hr h).le)
  rw [setIntegral_pos_iff_support_of_nonneg_ae hnn hF]
  have hsub : Ioi (max p 0) ⊆ Function.support F ∩ Ioi 0 := by
    intro r hr
    have h1 : p < r := lt_of_le_of_lt (le_max_left _ _) hr
    have h2 : 0 < r := lt_of_le_of_lt (le_max_right _ _) hr
    exact ⟨(hpos r h2 h1.ne').ne', h2⟩
  refine lt_of_lt_of_le ?_ (measure_mono hsub)
  simp [Real.volume_Ioi]

/-- For `a > 0` every radial moment of the exponential density `exp (-r / a)` converges, and
the moment of order `n` is `n! * a ^ (n + 1)`. -/
theorem exp_moment {a : ℝ} (ha : 0 < a) (n : ℕ) :
    IntegrableOn (fun r : ℝ => r ^ n * Real.exp (-r / a)) (Ioi 0) ∧
      moment (fun r => Real.exp (-r / a)) n = (n.factorial : ℝ) * a ^ (n + 1) := by
  have hval : moment (fun r => Real.exp (-r / a)) n = (n.factorial : ℝ) * a ^ (n + 1) := by
    have h := Real.integral_rpow_mul_exp_neg_mul_Ioi (a := (n : ℝ) + 1) (r := 1 / a)
      (by positivity) (by positivity)
    have hp : a ^ ((n : ℝ) + 1) = a ^ (n + 1) := by
      exact_mod_cast Real.rpow_natCast a (n + 1)
    rw [Real.Gamma_nat_eq_factorial, one_div_one_div, hp] at h
    refine Eq.trans ?_ (h.trans (mul_comm _ _))
    refine setIntegral_congr_fun measurableSet_Ioi fun r _ => ?_
    have e : -(1 / a * r) = -r / a := by ring
    simp only [add_sub_cancel_right, Real.rpow_natCast, e]
  refine ⟨?_, hval⟩
  -- a divergent integral would have the value zero in Lean
  by_contra h
  have h0 : moment (fun r => Real.exp (-r / a)) n = 0 := integral_undef h
  have h1 : 0 < (n.factorial : ℝ) * a ^ (n + 1) := by positivity
  linarith

/-- For `a > 0` every radial moment of the Fermi density converges. -/
theorem fermi_integrable {a : ℝ} (ha : 0 < a) (c : ℝ) (n : ℕ) :
    IntegrableOn (fun r : ℝ => r ^ n * fermi a c r) (Ioi 0) := by
  have hc : Continuous (fun r : ℝ => r ^ n * fermi a c r) := by
    unfold fermi
    exact (continuous_pow n).mul
      (continuous_const.div (by fun_prop) fun r => by positivity)
  -- the density lies below a multiple of the exponential density
  have hle : ∀ r, fermi a c r ≤ Real.exp (c / a) * Real.exp (-r / a) := by
    intro r
    have huv : Real.exp (c / a) * Real.exp (-r / a) * Real.exp ((r - c) / a) = 1 := by
      rw [← Real.exp_add, ← Real.exp_add, ← Real.exp_zero]
      congr 1
      ring
    have hv : 0 < Real.exp (c / a) * Real.exp (-r / a) := by positivity
    unfold fermi
    rw [div_le_iff₀ (by positivity), mul_add, huv]
    linarith
  refine Integrable.mono' (Integrable.const_mul (exp_moment ha n).1 (Real.exp (c / a)))
    hc.aestronglyMeasurable
    ((ae_restrict_iff' measurableSet_Ioi).2 (Eventually.of_forall fun r hr => ?_))
  have hr' : 0 < r := hr
  have hf : 0 < fermi a c r := by unfold fermi; positivity
  rw [Real.norm_of_nonneg (by positivity)]
  have h := mul_le_mul_of_nonneg_left (hle r) (pow_pos hr' n).le
  linarith

/-- Let two positive densities have convergent radial moments. If the ratio `σ / ρ` increases
strictly with `r`, then `σ` has the larger mean square radius. -/
theorem meanSq_lt_of_ratio {ρ σ : ℝ → ℝ} (hρ : ∀ r, 0 < r → 0 < ρ r)
    (hσ : ∀ r, 0 < r → 0 < σ r)
    (iρ : ∀ n : ℕ, IntegrableOn (fun r => r ^ n * ρ r) (Ioi 0))
    (iσ : ∀ n : ℕ, IntegrableOn (fun r => r ^ n * σ r) (Ioi 0))
    (h : ∀ r s, 0 < r → r < s → σ r * ρ s < σ s * ρ r) : meanSq ρ < meanSq σ := by
  have pos : ∀ (τ : ℝ → ℝ) (n : ℕ), (∀ r, 0 < r → 0 < τ r) →
      IntegrableOn (fun r => r ^ n * τ r) (Ioi 0) → 0 < moment τ n := fun τ n hτ hi =>
    integral_pos_off_point (p := 1) hi (fun r hr _ => mul_pos (pow_pos hr n) (hτ r hr))
      (mul_pos (pow_pos one_pos n) (hτ 1 one_pos)).le
  have R2 := pos ρ 2 hρ (iρ 2)
  have hm : 0 < meanSq ρ := div_pos (pos ρ 4 hρ (iρ 4)) R2
  -- `p` is the rms radius of `ρ`
  obtain ⟨p, hp0, hp⟩ : ∃ p : ℝ, 0 < p ∧ p ^ 2 = meanSq ρ :=
    ⟨√(meanSq ρ), Real.sqrt_pos.2 hm, Real.sq_sqrt hm.le⟩
  have hR : moment ρ 4 = p ^ 2 * moment ρ 2 := by
    rw [hp, meanSq, div_mul_cancel₀ _ R2.ne']
  have A := Integrable.const_mul (iσ 4) (ρ p)
  have B := Integrable.const_mul (iσ 2) (ρ p * p ^ 2)
  have C := Integrable.const_mul (iρ 4) (σ p)
  have D := Integrable.const_mul (iρ 2) (σ p * p ^ 2)
  have AB : Integrable (fun r => ρ p * (r ^ 4 * σ r) - ρ p * p ^ 2 * (r ^ 2 * σ r))
      (volume.restrict (Ioi 0)) := A.sub B
  have CD : Integrable (fun r => σ p * (r ^ 4 * ρ r) - σ p * p ^ 2 * (r ^ 2 * ρ r))
      (volume.restrict (Ioi 0)) := C.sub D
  obtain ⟨F, hF⟩ : ∃ F : ℝ → ℝ, F = fun r =>
      ρ p * (r ^ 4 * σ r) - ρ p * p ^ 2 * (r ^ 2 * σ r)
        - (σ p * (r ^ 4 * ρ r) - σ p * p ^ 2 * (r ^ 2 * ρ r)) := ⟨_, rfl⟩
  have iF : Integrable F (volume.restrict (Ioi 0)) := by
    rw [hF]
    exact AB.sub CD
  -- both factors in brackets change sign at `p`
  have hFr : ∀ r, F r = r ^ 2 * ((r ^ 2 - p ^ 2) * (σ r * ρ p - σ p * ρ r)) := by
    intro r
    simp only [hF]
    ring
  have k : 0 < ∫ r in Ioi (0 : ℝ), F r := by
    refine integral_pos_off_point (p := p) iF (fun r hr hne => ?_) (by rw [hFr]; simp)
    rw [hFr]
    refine mul_pos (pow_pos hr 2) ?_
    rcases lt_or_gt_of_ne hne with hlt | hgt
    · exact mul_pos_of_neg_of_neg (by nlinarith) (sub_neg.2 (h r p hr hlt))
    · exact mul_pos (by nlinarith) (sub_pos.2 (h p r hp0 hgt))
  simp only [hF] at k
  rw [integral_sub AB CD, integral_sub A B, integral_sub C D, integral_const_mul,
    integral_const_mul, integral_const_mul, integral_const_mul] at k
  change 0 < ρ p * moment σ 4 - ρ p * p ^ 2 * moment σ 2
    - (σ p * moment ρ 4 - σ p * p ^ 2 * moment ρ 2) at k
  rw [hR] at k
  have k2 : 0 < ρ p * (moment σ 4 - p ^ 2 * moment σ 2) := k.trans_eq (by ring)
  have k3 := (mul_pos_iff_of_pos_left (hρ p hp0)).1 k2
  rw [← hp, meanSq, lt_div_iff₀ (pos σ 2 hσ (iσ 2))]
  linarith

/-- For fixed `a > 0` the mean square radius of the Fermi density is strictly increasing in
the real parameter `c`. -/
theorem fermi_meanSq_strictMono {a : ℝ} (ha : 0 < a) :
    StrictMono (fun c => meanSq (fermi a c)) := by
  intro c d hcd
  refine meanSq_lt_of_ratio (fun r _ => by unfold fermi; positivity)
    (fun r _ => by unfold fermi; positivity) (fermi_integrable ha c)
    (fermi_integrable ha d) ?_
  intro r s _ hrs
  have hx : ∀ x y : ℝ, Real.exp ((x - y) / a) = Real.exp (x / a) * Real.exp (-y / a) := by
    intro x y
    rw [← Real.exp_add]
    congr 1
    ring
  have hS : Real.exp (r / a) < Real.exp (s / a) := Real.exp_lt_exp.2 (by gcongr)
  have hD : Real.exp (-d / a) < Real.exp (-c / a) :=
    Real.exp_lt_exp.2 (div_lt_div_of_pos_right (by linarith) ha)
  simp only [fermi, hx, div_mul_div_comm, one_mul]
  apply one_div_lt_one_div_of_lt (by positivity)
  nlinarith [mul_pos (sub_pos.2 hS) (sub_pos.2 hD)]

/-- For `a > 0` and every real `c` the mean square radius of the Fermi density exceeds
`12 * a ^ 2`. -/
theorem twelve_lt_fermi_meanSq {a : ℝ} (ha : 0 < a) (c : ℝ) :
    12 * a ^ 2 < meanSq (fermi a c) := by
  -- the exponential density has mean square radius `12 * a ^ 2`
  have he : meanSq (fun r => Real.exp (-r / a)) = 12 * a ^ 2 := by
    rw [meanSq, (exp_moment ha 4).2, (exp_moment ha 2).2, div_eq_iff (by positivity)]
    norm_num [Nat.factorial]
    ring
  rw [← he]
  refine meanSq_lt_of_ratio (fun r _ => Real.exp_pos _)
    (fun r _ => by unfold fermi; positivity) (fun n => (exp_moment ha n).1)
    (fermi_integrable ha c) ?_
  intro r s _ hrs
  have hu : ∀ x : ℝ, Real.exp (-x / a) * Real.exp ((x - c) / a) = Real.exp (-c / a) := by
    intro x
    rw [← Real.exp_add]
    congr 1
    ring
  have hE : Real.exp (-s / a) < Real.exp (-r / a) :=
    Real.exp_lt_exp.2 (div_lt_div_of_pos_right (by linarith) ha)
  simp only [fermi]
  rw [div_mul_eq_mul_div, div_mul_eq_mul_div, div_lt_div_iff₀ (by positivity) (by positivity),
    one_mul, one_mul, mul_add, mul_add, hu, hu]
  linarith

/-- For `a > 0` no real `c` gives the Fermi density an rms radius `R` with `R ≤ √12 * a`. -/
theorem no_fermi_radius {a R : ℝ} (ha : 0 < a) (hR : R ≤ √12 * a) :
    ¬ ∃ c : ℝ, √(meanSq (fermi a c)) = R := by
  rintro ⟨c, hc⟩
  have h : √12 * a < √(meanSq (fermi a c)) := by
    rw [Real.lt_sqrt (by positivity), mul_pow, Real.sq_sqrt (by norm_num)]
    exact twelve_lt_fermi_meanSq ha c
  linarith

end

end FermiNucleus
```

```lean
#print axioms FermiNucleus.fermi_meanSq_strictMono
-- 'FermiNucleus.fermi_meanSq_strictMono' depends on axioms: [propext, Classical.choice, Quot.sound]
#print axioms FermiNucleus.no_fermi_radius
-- 'FermiNucleus.no_fermi_radius' depends on axioms: [propext, Classical.choice, Quot.sound]
```

## From the integrals to the excluded radii

`integral_pos_off_point` supplies the step from a pointwise sign to a positive integral. Its function F may vanish at one point p. Mathlib's criterion says that a nonnegative integrable function has a positive integral exactly when the set where it is nonzero has positive measure. Here that set contains all r beyond max(p, 0), which has infinite length.

`exp_moment` obtains n!·aⁿ⁺¹ from Mathlib's Gamma integral. Convergence is then read off from the value: by the convention for divergent integrals mentioned above, a positive value is possible only if the integral converges.

`fermi_integrable` proves the exponential bound as `hle` and passes it to `Integrable.mono'`, which turns a bound by an integrable function into integrability.

`meanSq_lt_of_ratio` is the comparison of two densities. Its hypothesis `h` is the inequality without fractions. The local statement `pos` shows that the moments are positive, and p is obtained as the square root of `meanSq ρ`. The function F is first written as a sum of four terms, so that its integral can be split into moments. The identity `hFr` gives the factored form, in which the cases r < p and r > p are settled by the signs of the two brackets. After the integral is split, `rw [hR]` inserts M₄[ρ] = p²M₂[ρ], and the terms with σ(p) cancel in the `ring` step that gives `k2`. Dividing by ρ(p) and M₂[σ] finishes the argument.

`fermi_meanSq_strictMono` applies this comparison to two Fermi densities. The identity `hx` separates each exponential into a factor with the radius and a factor with the parameter. The inequalities `hS` and `hD` say that the two differences in the derivation are positive, and `nlinarith` receives their product.

`twelve_lt_fermi_meanSq` first computes the value 12a² as `he`, then compares the exponential with the Fermi density. The identity `hu` states that exp(−x/a)·exp((x − c)/a) does not depend on x. After the denominators are cleared, the condition reduces to exp(−s/a) < exp(−r/a), which is `hE`.

`no_fermi_radius` takes the square root of the lower bound with `Real.lt_sqrt`. A parameter c with rms radius R would give both R > √12·a and R ≤ √12·a, and `linarith` closes the contradiction.
